# Repeated commutators give every spectral moment of the Hubbard atom

Consider a single lattice site, cut off from its neighbours, with one orbital that can hold a spin-up and a spin-down electron. Each electron has the level energy $e$, and a doubly occupied site costs an additional repulsion $U$. This is the Hubbard atom. Removing the spin-up electron releases the energy $e$ if the spin-down state is empty and $e+U$ if it is full. How do these two energies appear in the spectrum of the spin-up electron when the spin-down occupation is known only on average?

Let $c$ and $d$ annihilate the spin-up and the spin-down electron, let $c^\dagger$ and $d^\dagger$ be their adjoints, and write $n=c^\dagger c$, $m=d^\dagger d$ and

$$H=e(n+m)+U\,nm .$$

With $\hbar=1$, the Heisenberg equation is $i\,\dot c=[c,H]$, so applying $i\,d/dt$ repeatedly to $c$ means applying the map $L(X)=[X,H]$ repeatedly. The result derived below is

$$L^k(c)=e^k\,c(1-m)+(e+U)^k\,c\,m\qquad(k=0,1,2,\dots).$$

The spectral moments $M_k=\langle\{L^k(c),c^\dagger\}\rangle$ follow from it, where $\{X,Y\}=XY+YX$. For this isolated site without hopping, they provide exact values against which a Green's function code can be compared.

## Two fermion modes in an algebra with an adjoint

The argument uses only algebraic relations, so no Hilbert space has to be chosen. The operators are elements of a ring `A` with an operation `star`, which plays the part of the dagger. It reverses products and is its own inverse.

```lean
import Mathlib

open Matrix

namespace HubbardAtomMoments

noncomputable section

variable {A : Type*} [Ring A] [StarRing A]
```

The physics of two fermion modes is contained in the canonical anticommutation relations

$$c^2=d^2=0,\quad \{c,c^\dagger\}=\{d,d^\dagger\}=1,\quad \{c,d\}=\{c,d^\dagger\}=0 .$$

The first two express the Pauli principle, and the last two say that the modes are distinct and independent. The remaining relations, such as $\{c^\dagger,d\}=0$, are adjoints of these. In Lean, the six relations are the fields of one hypothesis, `IsFermionPair c d`.

```lean
/-- The canonical anticommutation relations of two fermion modes with annihilators `c` and `d`;
`star` is the adjoint. -/
structure IsFermionPair (c d : A) : Prop where
  c_sq : c * c = 0
  d_sq : d * d = 0
  c_star : c * star c + star c * c = 1
  d_star : d * star d + star d * d = 1
  c_d : c * d + d * c = 0
  c_star_d : c * star d + star d * c = 0
```

The number operators are $n=$ `number c` and $m=$ `number d`.

```lean
/-- The number operator `a†a` of a mode with annihilator `a`. -/
def number (a : A) : A := star a * a
```

The commutator map takes the Hamiltonian as its first argument, so $L$ is `commWith H`. The order $XH-HX$ fixes the sign: the eigenvalues found below are $e$ and $e+U$, and the opposite order would give $-e$ and $-(e+U)$.

```lean
/-- The commutator map `X ↦ [X, H]`. -/
def commWith (H X : A) : A := X * H - H * X
```

## Three relations for the number operators

Let $a$ be a single fermion annihilator. Since $aa^\dagger=1-a^\dagger a$,

$$a\,(a^\dagger a)=(1-a^\dagger a)\,a=a-a^\dagger a^2=a .$$

In words, $a$ acts only on the occupied state, where the number operator equals one. The Lean proof rewrites along the same chain.

```lean
/-- For a fermion annihilator `a`, with `a² = 0` and `{a, a†} = 1`, one has `a n = a`. -/
theorem mul_number_self {a : A} (ha : a * a = 0) (hs : a * star a + star a * a = 1) :
    a * number a = a := by
  have h : a * star a = 1 - star a * a := eq_sub_of_add_eq hs
  rw [number, ← mul_assoc, h, sub_mul, one_mul, mul_assoc, ha, mul_zero, sub_zero]
```

Applied to $d$, this gives $d\,m=d$, and therefore

$$m^2=d^\dagger(d\,m)=d^\dagger d=m .$$

```lean
/-- The number operator of the second of two fermion modes is idempotent. -/
theorem number_idem {c d : A} (h : IsFermionPair c d) :
    number d * number d = number d := by
  have h1 : d * (star d * d) = d := mul_number_self h.d_sq h.d_star
  rw [number, mul_assoc, h1]
```

Moving $c$ through $m$ takes two exchanges, each with a minus sign:

$$c\,m=c\,d^\dagger d=-d^\dagger c\,d=d^\dagger d\,c=m\,c .$$

The facts `hs` and `hd` in the proof are the two exchanges.

```lean
/-- The annihilator of one fermion mode commutes with the number operator of the other. -/
theorem mul_number_comm {c d : A} (h : IsFermionPair c d) :
    c * number d = number d * c := by
  have hs : c * star d = -(star d * c) := eq_neg_of_add_eq_zero_left h.c_star_d
  have hd : c * d = -(d * c) := eq_neg_of_add_eq_zero_left h.c_d
  -- the two sign changes cancel
  rw [number, mul_assoc, ← mul_assoc c, hs, neg_mul, mul_assoc, hd, mul_neg, neg_neg]
```

## The two transition energies

To write the Hamiltonian, `A` must also be an algebra over the complex numbers. The parameters $e$ and $U$ may be any complex numbers; the physical case is that of real ones. The symbol `•` multiplies an operator by a number.

```lean
variable [Algebra ℂ A]

/-- The Hubbard atom `H = e (n + m) + U n m` with level energy `e` and repulsion `U`. -/
def hubbardAtom (e U : ℂ) (c d : A) : A :=
  e • (number c + number d) + U • (number c * number d)
```

The map $L$ is linear, because $H$ multiplies sums and scalar multiples term by term. With $a$ and $b$ now denoting complex numbers,

$$L(aX+bY)=a\,L(X)+b\,L(Y).$$

```lean
omit [StarRing A] in
/-- The commutator map is linear. -/
theorem commWith_linear (H X Y : A) (a b : ℂ) :
    commWith H (a • X + b • Y) = a • commWith H X + b • commWith H Y := by
  simp only [commWith, add_mul, mul_add, smul_mul_assoc, mul_smul_comm]
  module
```

Next come the commutators of $c$ and $cm$ with $H$. From $cn=c$,

$$cH=e(c+cm)+U\,cm .$$

In the other order, $nc=c^\dagger c^2=0$ and, since $mc=cm$, also $nmc=ncm=0$. Both terms containing $n$ vanish:

$$Hc=e(nc+mc)+U\,nmc=e\,cm .$$

The difference is $[c,H]=e\,c+U\,cm$. The annihilator alone is thus not an eigenoperator when $U\neq0$, since its commutator produces the new operator $cm$.

For that operator, $cm=mc$ and $m^2=m$ give

$$cmH=m(cH)=2e\,cm+U\,cm,\qquad Hcm=e\,cm^2=e\,cm,$$

and therefore $[cm,H]=(e+U)\,cm$. The sequence closes here. Subtracting the two commutators,

$$[c(1-m),H]=e\,c+U\,cm-(e+U)\,cm=e\,c(1-m).$$

The operator $c(1-m)$ removes a spin-up electron from a site without a spin-down electron, and $cm$ removes it from a site with one. Their eigenvalues are the two energies from the opening paragraph.

In the Lean proof, `hL` and `hR` are the two orderings for $c$, and `hL'` and `hR'` those for $cm$. The resulting commutators are `h1` and `h2`, and the tactic `module` collects the coefficients. The last lines write $c(1-m)$ as $c-cm$ and use linearity.

```lean
/-- For two fermion modes and the Hubbard atom `H = e (n + m) + U n m`, the operators `c (1 - m)`
and `c m` are eigenoperators of `X ↦ [X, H]`, with eigenvalues `e` and `e + U`. -/
theorem commWith_eigenoperators {c d : A} (h : IsFermionPair c d) (e U : ℂ) :
    commWith (hubbardAtom e U c d) (c * (1 - number d)) = e • (c * (1 - number d)) ∧
    commWith (hubbardAtom e U c d) (c * number d) = (e + U) • (c * number d) := by
  have hcn := mul_number_self h.c_sq h.c_star
  have hcm := mul_number_comm h
  have hmm := number_idem h
  have hnc : number c * c = 0 := by rw [number, mul_assoc, h.c_sq, mul_zero]
  have hncm : number c * (c * number d) = 0 := by rw [← mul_assoc, hnc, zero_mul]
  have hmcm : number d * (c * number d) = c * number d := by
    rw [← mul_assoc, ← hcm, mul_assoc, hmm]
  -- the two orderings of `c` and `H`
  have hL : c * hubbardAtom e U c d = e • (c + c * number d) + U • (c * number d) := by
    simp only [hubbardAtom, mul_add, mul_smul_comm, ← mul_assoc, hcn]
  have hR : hubbardAtom e U c d * c = e • (c * number d) := by
    simp only [hubbardAtom, add_mul, smul_mul_assoc, mul_assoc, ← hcm, hnc, hncm,
      zero_add, smul_zero, add_zero]
  have h1 : commWith (hubbardAtom e U c d) c = e • c + U • (c * number d) := by
    rw [commWith, hL, hR]
    module
  -- the two orderings of `c m` and `H`
  have hL' : c * number d * hubbardAtom e U c d
      = e • (c * number d + c * number d) + U • (c * number d) := by
    calc c * number d * hubbardAtom e U c d
        = number d * (c * hubbardAtom e U c d) := by rw [hcm, mul_assoc]
      _ = number d * (e • (c + c * number d) + U • (c * number d)) := by rw [hL]
      _ = _ := by simp only [mul_add, mul_smul_comm, ← hcm, hmcm]
  have hR' : hubbardAtom e U c d * (c * number d) = e • (c * number d) := by
    rw [← mul_assoc, hR, smul_mul_assoc, mul_assoc, hmm]
  have h2 : commWith (hubbardAtom e U c d) (c * number d) = (e + U) • (c * number d) := by
    rw [commWith, hL', hR']
    module
  refine ⟨?_, h2⟩
  have h3 : c * (1 - number d) = (1 : ℂ) • c + (-1 : ℂ) • (c * number d) := by
    rw [mul_sub, mul_one]
    module
  rw [h3, commWith_linear, h1, h2]
  module
```

## All powers of the commutator map

Since $c=c(1-m)+cm$, the formula holds for $k=0$. If it holds for $k$, then applying $L$ once more multiplies the first term by $e$ and the second by $e+U$:

$$L^{k+1}(c)=e^{k+1}c(1-m)+(e+U)^{k+1}cm .$$

The notation `(commWith (hubbardAtom e U c d))^[k] c` means that the map is applied $k$ times to $c$. The induction in Lean takes off the outermost application, inserts the formula for $k$, and uses linearity and the two eigenvalue equations. The zeroth power of a number is one, also when $e=0$ or $e+U=0$.

```lean
/-- For two fermion modes and the Hubbard atom `H = e (n + m) + U n m`, applying `X ↦ [X, H]` to the
annihilator `c` of the first mode `k` times gives `e^k c (1 - m) + (e + U)^k c m`. -/
theorem iterated_commutator {c d : A} (h : IsFermionPair c d) (e U : ℂ) (k : ℕ) :
    (commWith (hubbardAtom e U c d))^[k] c
      = e ^ k • (c * (1 - number d)) + (e + U) ^ k • (c * number d) := by
  obtain ⟨h1, h2⟩ := commWith_eigenoperators h e U
  induction k with
  | zero =>
    simp only [Function.iterate_zero, id_eq, pow_zero, one_smul]
    rw [← mul_add, sub_add_cancel, mul_one]
  | succ k ih =>
    rw [Function.iterate_succ_apply', ih, commWith_linear, h1, h2, smul_smul, smul_smul,
      pow_succ, pow_succ]
```

The modes must really be distinct. Take a single mode and set $d=c$, for instance with the matrix $c=\begin{pmatrix}0&1\\0&0\end{pmatrix}$. Every relation in `IsFermionPair` holds except $\{c,d^\dagger\}=0$, because this anticommutator is now $1$. Then $m=n$ and $n^2=n$, so $H=(2e+U)\,n$ and $[c,H]=(2e+U)\,c$. The formula for $k=1$ would give $e\,c(1-n)+(e+U)\,cn=(e+U)\,c$, which is wrong whenever $e\neq0$: the level energy of the one electron has been counted twice.

## From operators to moments

Let $p$ be any operator that commutes with $c^\dagger$. Then

$$cp\,c^\dagger+c^\dagger cp=(cc^\dagger+c^\dagger c)\,p=p ,$$

so the anticommutator with $c^\dagger$ removes the factor $c$. The adjoint of $cm=mc$ is $mc^\dagger=c^\dagger m$, because $m^\dagger=m$. Both $p=m$ and $p=1-m$ are therefore allowed, and

$$\{L^k(c),c^\dagger\}=e^k(1-m)+(e+U)^k\,m .$$

In the proof, `key` is the statement for general $p$, while `k1` and `k2` are its two uses. The last line adds them with the weights $e^k$ and $(e+U)^k$.

```lean
/-- For two fermion modes and the Hubbard atom `H = e (n + m) + U n m`, the anticommutator of `c†`
with the `k`-fold commutator of `c` with `H` is `e^k (1 - m) + (e + U)^k m`. -/
theorem moment_operator {c d : A} (h : IsFermionPair c d) (e U : ℂ) (k : ℕ) :
    (commWith (hubbardAtom e U c d))^[k] c * star c
      + star c * (commWith (hubbardAtom e U c d))^[k] c
      = e ^ k • (1 - number d) + (e + U) ^ k • number d := by
  have hs : number d * star c = star c * number d := by
    simpa only [number, star_mul, star_star] using congrArg star (mul_number_comm h)
  -- anything that commutes with `c†` factors out of the anticommutator
  have key : ∀ p : A, p * star c = star c * p → c * p * star c + star c * (c * p) = p := by
    intro p hp
    rw [mul_assoc, hp, ← mul_assoc, ← mul_assoc, ← add_mul, h.c_star, one_mul]
  have k1 := key (1 - number d) (by rw [sub_mul, mul_sub, one_mul, mul_one, hs])
  have k2 := key (number d) hs
  rw [iterated_commutator h]
  simp only [add_mul, mul_add, smul_mul_assoc, mul_smul_comm]
  linear_combination (norm := module) e ^ k • k1 + (e + U) ^ k • k2
```

The expectation value $\langle X\rangle$ is a complex linear functional `ω` on the algebra. The $k$-th spectral moment is defined as the expectation value of the anticommutator above.

```lean
/-- The `k`-th spectral moment of the annihilator `c`: the expectation value `ω` of the
anticommutator of the `k`-fold commutator with `c†`. -/
def spectralMoment (ω : A →ₗ[ℂ] ℂ) (H c : A) (k : ℕ) : ℂ :=
  ω ((commWith H)^[k] c * star c + star c * (commWith H)^[k] c)
```

The physical reason for the name is that $L^k(c)$ is the $k$-th derivative $(i\,d/dt)^k c(t)$ at $t=0$. The number $M_k$ is thus the $k$-th energy moment of the spectral function belonging to $\langle\{c(t),c^\dagger\}\rangle$. The Lean definition starts from the commutators and involves neither time evolution nor an integral over energy.

With the normalisation $\langle1\rangle=1$, linearity gives

$$M_k=e^k\,(1-\langle m\rangle)+(e+U)^k\,\langle m\rangle .$$

This answers the opening question. The moments are those of two sharp lines at $e$ and $e+U$, whose weights are the probabilities that the spin-down state is empty or full.

The hypothesis `hω` is the normalisation. The theorem applies to pure and thermal states alike, since both give normalised linear functionals; their positivity is not used. The occupation $\langle m\rangle$ enters as a given number and is not calculated from a temperature or a chemical potential.

```lean
/-- For two fermion modes and a normalised linear expectation value, the spectral moments of the
Hubbard atom are `e^k (1 - ⟨m⟩) + (e + U)^k ⟨m⟩`. -/
theorem spectralMoment_eq {c d : A} (h : IsFermionPair c d) (e U : ℂ)
    (ω : A →ₗ[ℂ] ℂ) (hω : ω 1 = 1) (k : ℕ) :
    spectralMoment ω (hubbardAtom e U c d) c k
      = e ^ k * (1 - ω (number d)) + (e + U) ^ k * ω (number d) := by
  rw [spectralMoment, moment_operator h]
  simp only [map_add, map_smul, map_sub, hω, smul_eq_mul]
```

## The half-filled site

At $e=-U/2$ the two energies lie symmetrically about zero, since $e+U=U/2$. This is the particle-hole symmetric point, with energies measured from the chemical potential. If the spin-down state is half filled, $\langle m\rangle=1/2$, then

$$M_k=\tfrac12\left(-\tfrac U2\right)^k+\tfrac12\left(\tfrac U2\right)^k=\frac{(-1)^k+1}{2}\left(\frac U2\right)^k .$$

Odd moments vanish and even ones equal $(U/2)^k$. In particular $M_0=1$ and $M_2=U^2/4$, so for real $U$ the spectrum has mean zero and standard deviation $|U|/2$. The half filling is the separate hypothesis `hm`; it is not derived from the symmetry of $H$.

```lean
/-- For two fermion modes, the Hubbard atom with `e = -U/2` and a normalised linear expectation
value with `⟨m⟩ = 1/2`, the `k`-th spectral moment is `((-1)^k + 1)/2 * (U/2)^k`. -/
theorem spectralMoment_half_filling {c d : A} (h : IsFermionPair c d) (U : ℂ)
    (ω : A →ₗ[ℂ] ℂ) (hω : ω 1 = 1) (hm : ω (number d) = 1 / 2) (k : ℕ) :
    spectralMoment ω (hubbardAtom (-U / 2) U c d) c k
      = ((-1) ^ k + 1) / 2 * (U / 2) ^ k := by
  have h1 : -U / 2 + U = U / 2 := by ring
  have h2 : -U / 2 = (-1) * (U / 2) := by ring
  rw [spectralMoment_eq h _ _ ω hω, hm, h1, h2, mul_pow]
  ring
```

## Four-by-four matrices for the two modes

The anticommutation relations can be satisfied by explicit matrices. Take the basis $|00\rangle,|01\rangle,|10\rangle,|11\rangle$, where the first digit is the occupation of the $c$ mode and the second that of the $d$ mode. The matrices below act as

$$c|10\rangle=|00\rangle,\quad c|11\rangle=|01\rangle,\quad d|01\rangle=|00\rangle,\quad d|11\rangle=-|10\rangle,$$

and give zero on the other basis states. The minus sign is the Jordan–Wigner sign that makes $c$ and $d$ anticommute. For matrices, `star` is the conjugate transpose. The proof first writes out the two creation operators and then compares both sides of each relation entry by entry.

```lean
/-- Two explicit four-by-four matrices satisfy the anticommutation relations of two fermion
modes. -/
theorem isFermionPair_witness :
    IsFermionPair
      (!![0, 0, 1, 0; 0, 0, 0, 1; 0, 0, 0, 0; 0, 0, 0, 0] : Matrix (Fin 4) (Fin 4) ℂ)
      (!![0, 1, 0, 0; 0, 0, 0, 0; 0, 0, 0, -1; 0, 0, 0, 0] : Matrix (Fin 4) (Fin 4) ℂ) := by
  -- the two creation operators as explicit matrices
  have hc : star (!![0, 0, 1, 0; 0, 0, 0, 1; 0, 0, 0, 0; 0, 0, 0, 0] : Matrix (Fin 4) (Fin 4) ℂ)
      = !![0, 0, 0, 0; 0, 0, 0, 0; 1, 0, 0, 0; 0, 1, 0, 0] := by
    ext i j
    fin_cases i <;> fin_cases j <;> simp [Matrix.star_apply]
  have hd : star (!![0, 1, 0, 0; 0, 0, 0, 0; 0, 0, 0, -1; 0, 0, 0, 0] : Matrix (Fin 4) (Fin 4) ℂ)
      = !![0, 0, 0, 0; 1, 0, 0, 0; 0, 0, 0, 0; 0, 0, -1, 0] := by
    ext i j
    fin_cases i <;> fin_cases j <;> simp [Matrix.star_apply]
  constructor <;> ext i j <;> fin_cases i <;> fin_cases j <;>
    simp [hc, hd, Matrix.mul_apply, Fin.sum_univ_four]

end

end HubbardAtomMoments
```

```lean
#print axioms HubbardAtomMoments.spectralMoment_half_filling
-- 'HubbardAtomMoments.spectralMoment_half_filling' depends on axioms: [propext, Classical.choice, Quot.sound]
```
